# Gauss–Seidel iteration for induced dipoles converges whenever the interaction matrix is symmetric positive definite

If a Gauss–Seidel dipole solver is trusted only for diagonally dominant matrices, a run that fails to settle at strong coupling is ambiguous: the fault may lie with the iteration or with the polarisation model. For a finite, linear dipole model with a symmetric interaction matrix, solved in exact arithmetic, the convergence theorem below removes the ambiguity. A run that never converges, as opposed to one that converges slowly, means that the matrix is not positive definite: some nonzero set of dipoles costs no energy in zero field. When all polarisabilities are positive, this is the polarisation catastrophe, an instability caused by the couplings.

## The sweep equation and the energy

Let $x\in\mathbb R^n$ collect the Cartesian components of all induced dipoles, and let $b$ be the applied field. The diagonal of the real matrix $M$ holds inverse polarisabilities, and its other entries hold couplings, signed so that the self-consistent dipoles satisfy $Mx=b$. Write $M=L+U$, where $L$ is the lower triangle including the diagonal and $U$ is the strict upper triangle. A sweep takes $x$ to $y$ with $Ly=b-Ux$, or in components

$$M_{ii}y_i=b_i-\sum_{j<i}M_{ij}y_j-\sum_{j>i}M_{ij}x_j .$$

Each component is updated in turn, using the new values already available. The polarisation energy is $E(x)=\tfrac12x\cdot Mx-x\cdot b$.

In Lean, a dipole vector is a function `Fin n → ℝ`, `*ᵥ` applies a matrix to a vector and `⬝ᵥ` is the dot product. `IsRun M b x` says that the sequence `x` obeys the sweep equation at every step; the starting vector is free. `mulVec_split` is $Mv=Lv+Uv$, checked entry by entry.

```lean
import Mathlib

open Filter Topology Matrix

namespace GaussSeidelDipoles

noncomputable section

variable {n : ℕ} {M : Matrix (Fin n) (Fin n) ℝ}

/-- The lower triangle of the dipole interaction matrix, including the diagonal. -/
def lowerPart (M : Matrix (Fin n) (Fin n) ℝ) : Matrix (Fin n) (Fin n) ℝ :=
  Matrix.of fun i j => if j ≤ i then M i j else 0

/-- The strict upper triangle of the dipole interaction matrix. -/
def upperPart (M : Matrix (Fin n) (Fin n) ℝ) : Matrix (Fin n) (Fin n) ℝ :=
  Matrix.of fun i j => if i < j then M i j else 0

/-- A Gauss-Seidel run in the field `b`: successive dipole vectors obey
`L x (k+1) = b - U x k`. -/
def IsRun (M : Matrix (Fin n) (Fin n) ℝ) (b : Fin n → ℝ) (x : ℕ → Fin n → ℝ) : Prop :=
  ∀ k, lowerPart M *ᵥ x (k + 1) = b - upperPart M *ᵥ x k

/-- The polarisation energy of the dipoles `x` in the field `b`. -/
def energy (M : Matrix (Fin n) (Fin n) ℝ) (b x : Fin n → ℝ) : ℝ :=
  1 / 2 * (x ⬝ᵥ M *ᵥ x) - x ⬝ᵥ b

/-- The two triangles together act as the full interaction matrix. -/
theorem mulVec_split (M : Matrix (Fin n) (Fin n) ℝ) (v : Fin n → ℝ) :
    M *ᵥ v = lowerPart M *ᵥ v + upperPart M *ᵥ v := by
  have h : lowerPart M + upperPart M = M := by
    ext i j
    rcases le_or_gt j i with h | h
    · simp [lowerPart, upperPart, h, not_lt_of_ge h]
    · simp [lowerPart, upperPart, h, not_le_of_gt h]
  rw [← Matrix.add_mulVec, h]
```

## Nonzero diagonal: every sweep can be carried out

A nonzero $M_{ii}$ means that component $i$ has a finite polarisability. By hand, one divides by $M_{ii}$ in the component equation and obtains $y_i$ for each $i$ in order. The proof of `sweep_existsUnique` uses the determinant instead: that of $L$ is the product of the diagonal entries, so $L$ is invertible. `exists_run` then iterates the resulting map from any start.

Without this hypothesis a sweep can fail. For $n=1$ and $M=0$ the equation reads $0=b$, which has no solution if $b\neq0$ and is solved by every $y$ if $b=0$.

```lean
/-- If no diagonal entry vanishes, one sweep has exactly one outcome. -/
theorem sweep_existsUnique (hd : ∀ i, M i i ≠ 0) (b x : Fin n → ℝ) :
    ∃! y, lowerPart M *ᵥ y = b - upperPart M *ᵥ x := by
  have hdet : IsUnit (lowerPart M).det := by
    rw [Matrix.det_of_isLowerTriangular (lowerPart M) (by
      intro i j hij
      have h : i < j := hij
      simp [lowerPart, not_le_of_gt h])]
    refine isUnit_iff_ne_zero.2 (Finset.prod_ne_zero_iff.2 fun i _ => ?_)
    simpa [lowerPart] using hd i
  refine ⟨(lowerPart M)⁻¹ *ᵥ (b - upperPart M *ᵥ x), ?_, fun y hy => ?_⟩
  · show lowerPart M *ᵥ ((lowerPart M)⁻¹ *ᵥ (b - upperPart M *ᵥ x)) = _
    rw [Matrix.mulVec_mulVec, Matrix.mul_nonsing_inv _ hdet, Matrix.one_mulVec]
  · have hy' : lowerPart M *ᵥ y = b - upperPart M *ᵥ x := hy
    rw [← hy', Matrix.mulVec_mulVec, Matrix.nonsing_inv_mul _ hdet, Matrix.one_mulVec]

/-- If no diagonal entry vanishes, a run exists from every starting guess. -/
theorem exists_run (hd : ∀ i, M i i ≠ 0) (b x₀ : Fin n → ℝ) :
    ∃ x, x 0 = x₀ ∧ IsRun M b x := by
  have h : ∀ v, ∃ y, lowerPart M *ᵥ y = b - upperPart M *ᵥ v :=
    fun v => (sweep_existsUnique hd b v).exists
  choose f hf using h
  refine ⟨fun k => f^[k] x₀, rfl, fun k => ?_⟩
  show lowerPart M *ᵥ (f^[k + 1] x₀) = b - upperPart M *ᵥ (f^[k] x₀)
  rw [Function.iterate_succ_apply']
  exact hf _
```

## Symmetry: the energy released in one sweep

Symmetry, `M.IsSymm`, is reciprocity: dipole $i$ acts on $j$ as $j$ acts on $i$. It gives an exact energy balance. Put $d=x-y$ and use $b=Ly+Ux$. Since $x\cdot My=y\cdot Mx$,

$$E(x)-E(y)=\tfrac12d\cdot M(x+y)-d\cdot b=\tfrac12d\cdot(L-U)d .$$

Symmetry also gives $L=D+U^{T}$ with $D$ the diagonal part, and $d\cdot U^{T}d=d\cdot Ud$. Hence

$$E(x)-E(y)=\tfrac12\sum_iM_{ii}(x_i-y_i)^2 .$$

In `energy_drop`, `hL` is the decomposition of $L$, `hq` evaluates $d\cdot(L-U)d$, and `hs` is reciprocity. The final `linear_combination` adds `hq` and `hs` with weights $\tfrac12$ and $-\tfrac12$.

Without symmetry, convergence can fail even if $v\cdot Mv>0$ for all $v\ne0$. The matrix with rows $(1,2)$ and $(-2,1)$ has $v\cdot Mv=|v|^2$, yet a zero-field sweep takes $(p,q)$ to $(-2q,-4q)$.

```lean
/-- A symmetric interaction couples two dipole vectors reciprocally. -/
theorem reciprocity (hM : M.IsSymm) (x y : Fin n → ℝ) :
    x ⬝ᵥ M *ᵥ y = y ⬝ᵥ M *ᵥ x := by
  rw [Matrix.dotProduct_mulVec x M y, ← Matrix.mulVec_transpose, hM.eq]
  exact dotProduct_comm _ _

/-- For a symmetric matrix, one sweep from `x` to `y` lowers the polarisation energy by half the sum
of the squared dipole changes, weighted with the diagonal of `M`. -/
theorem energy_drop (hM : M.IsSymm) {b x y : Fin n → ℝ}
    (h : lowerPart M *ᵥ y = b - upperPart M *ᵥ x) :
    energy M b x - energy M b y = 1 / 2 * ∑ i, M i i * (x i - y i) ^ 2 := by
  -- by symmetry the lower triangle is the diagonal plus the transposed upper triangle
  have hL : lowerPart M = Matrix.diagonal (fun i => M i i) + (upperPart M)ᵀ := by
    ext i j
    rcases lt_trichotomy i j with h | h | h
    · simp [lowerPart, upperPart, not_le_of_gt h, not_lt_of_ge h.le, h.ne]
    · subst h
      simp [lowerPart, upperPart]
    · simpa [lowerPart, upperPart, h, h.le, h.ne'] using hM.apply j i
  have hq : (x - y) ⬝ᵥ lowerPart M *ᵥ (x - y) - (x - y) ⬝ᵥ upperPart M *ᵥ (x - y)
      = ∑ i, M i i * (x i - y i) ^ 2 := by
    have ht : (x - y) ⬝ᵥ (upperPart M)ᵀ *ᵥ (x - y)
        = (x - y) ⬝ᵥ upperPart M *ᵥ (x - y) := by
      rw [Matrix.mulVec_transpose, dotProduct_comm, ← Matrix.dotProduct_mulVec]
    rw [hL, Matrix.add_mulVec, dotProduct_add, ht, add_sub_cancel_right]
    simp only [dotProduct, Matrix.mulVec_diagonal, Pi.sub_apply]
    exact Finset.sum_congr rfl fun i _ => by ring
  have hs := reciprocity hM x y
  have hb : b = lowerPart M *ᵥ y + upperPart M *ᵥ x := by rw [h, sub_add_cancel]
  unfold energy
  rw [hb]
  simp only [mulVec_split M, Matrix.mulVec_sub, dotProduct_add, dotProduct_sub,
    sub_dotProduct] at hq hs ⊢
  linear_combination (1 / 2) * hq - (1 / 2) * hs
```

## Positive diagonal: the energy never rises

Positive $M_{ii}$ means that each component, taken alone, resists polarisation. Every term in the energy balance is then non-negative, so the energy cannot increase along a run; `energy_antitone` states this for the whole sequence.

With a negative diagonal entry, decay no longer signals stability. For $n=1$ and $M=-1$, a zero-field sweep sends every dipole to zero, although the energy $-\tfrac12x^2$ has no lower bound.

```lean
/-- For a symmetric matrix with positive diagonal, the polarisation energy never rises along a run.
-/
theorem energy_antitone (hM : M.IsSymm) (hd : ∀ i, 0 < M i i) {b : Fin n → ℝ}
    {x : ℕ → Fin n → ℝ} (hx : IsRun M b x) : Antitone fun k => energy M b (x k) := by
  refine antitone_nat_of_succ_le fun k => ?_
  have h : 0 ≤ ∑ i, M i i * (x k i - x (k + 1) i) ^ 2 :=
    Finset.sum_nonneg fun i _ => mul_nonneg (hd i).le (sq_nonneg _)
  linarith [energy_drop hM (hx k)]
```

## Positive definiteness: a stable polarisable system

The condition $v\cdot Mv>0$ for all $v\neq0$ says that every collective polarisation costs energy in zero field. It is a hypothesis on the model, not something derived from a geometry.

It enters the derivation three times. Taking $v$ as a unit vector gives $M_{ii}>0$. If $Mv=0$ with $v\ne0$, then $v\cdot Mv=0$, a contradiction; so $M$ is invertible and $s=M^{-1}b$ exists. Finally,

$$E(x)-E(s)=\tfrac12(x-s)\cdot M(x-s)\ge0 .$$

The energies along a run $x_k$ are therefore non-increasing and bounded below, so they converge and their successive differences vanish. The energy balance gives

$$\big((x_k)_i-(x_{k+1})_i\big)^2\le\frac{2}{M_{ii}}\big(E(x_k)-E(x_{k+1})\big)\to0 .$$

Stopping here would be a mistake: steps that tend to zero do not make a sequence converge, as the partial sums of the harmonic series show. The sweep equation supplies the missing link,

$$Mx_k-b=L(x_k-x_{k+1}),\qquad x_k-s=M^{-1}L(x_k-x_{k+1})\to0 .$$

`gaussSeidel_tendsto` states that, for symmetric positive definite $M$, every run in any field converges to `M⁻¹ *ᵥ b`, component by component. In its proof `hbdd` is the lower bound, `hgap` the vanishing energy differences, `hstep` the vanishing steps and `hrep` the formula for the error; continuity of the linear map finishes the argument. The theorem gives no convergence rate and does not treat rounding or dipoles that respond nonlinearly.

```lean
/-- For a symmetric positive definite interaction matrix, every Gauss-Seidel run converges
to the self-consistent dipoles `M⁻¹ b`. -/
theorem gaussSeidel_tendsto (hM : M.IsSymm) (hpos : ∀ v, v ≠ 0 → 0 < v ⬝ᵥ M *ᵥ v)
    {b : Fin n → ℝ} {x : ℕ → Fin n → ℝ} (hx : IsRun M b x) :
    Tendsto x atTop (𝓝 (M⁻¹ *ᵥ b)) := by
  have hd : ∀ i, 0 < M i i := fun i => by
    simpa using hpos (Pi.single i 1) (by simp)
  have hdet : IsUnit M.det := by
    refine isUnit_iff_ne_zero.2 fun h0 => ?_
    obtain ⟨v, hv, hv0⟩ := Matrix.exists_mulVec_eq_zero_iff.2 h0
    have h := hpos v hv
    rw [hv0, dotProduct_zero] at h
    exact lt_irrefl _ h
  have hs : M *ᵥ (M⁻¹ *ᵥ b) = b := by
    rw [Matrix.mulVec_mulVec, Matrix.mul_nonsing_inv _ hdet, Matrix.one_mulVec]
  -- the energy is bounded below by its value at the solution, hence converges
  have hbdd : BddBelow (Set.range fun k => energy M b (x k)) := by
    refine ⟨energy M b (M⁻¹ *ᵥ b), ?_⟩
    rintro _ ⟨k, rfl⟩
    show energy M b (M⁻¹ *ᵥ b) ≤ energy M b (x k)
    generalize M⁻¹ *ᵥ b = s at hs
    have hnn : 0 ≤ (x k - s) ⬝ᵥ M *ᵥ (x k - s) := by
      rcases eq_or_ne (x k - s) 0 with h | h
      · simp [h]
      · exact (hpos _ h).le
    have hr := reciprocity hM (x k) s
    unfold energy
    rw [← hs]
    simp only [Matrix.mulVec_sub, dotProduct_sub, sub_dotProduct] at hnn
    linarith
  obtain ⟨l, hl⟩ : ∃ l, Tendsto (fun k => energy M b (x k)) atTop (𝓝 l) :=
    ⟨_, tendsto_atTop_ciInf (energy_antitone hM hd hx) hbdd⟩
  have hgap : Tendsto (fun k => energy M b (x k) - energy M b (x (k + 1))) atTop (𝓝 0) := by
    have h := hl.sub (hl.comp (tendsto_add_atTop_nat 1))
    rw [sub_self] at h
    exact h
  -- so each dipole component changes less and less
  have hstep : ∀ i, Tendsto (fun k => x k i - x (k + 1) i) atTop (𝓝 0) := by
    intro i
    have hle : ∀ k, (x k i - x (k + 1) i) ^ 2
        ≤ 2 / M i i * (energy M b (x k) - energy M b (x (k + 1))) := by
      intro k
      have h1 : M i i * (x k i - x (k + 1) i) ^ 2
          ≤ ∑ j, M j j * (x k j - x (k + 1) j) ^ 2 :=
        Finset.single_le_sum (f := fun j => M j j * (x k j - x (k + 1) j) ^ 2)
          (fun j _ => mul_nonneg (hd j).le (sq_nonneg _)) (Finset.mem_univ i)
      rw [energy_drop hM (hx k), div_mul_eq_mul_div, le_div_iff₀ (hd i)]
      linarith
    have h2 := hgap.const_mul (2 / M i i)
    rw [mul_zero] at h2
    have h3 := (Real.continuous_sqrt.tendsto 0).comp
      (squeeze_zero (fun k => sq_nonneg (x k i - x (k + 1) i)) hle h2)
    rw [Real.sqrt_zero] at h3
    exact (tendsto_zero_iff_abs_tendsto_zero _).2 (h3.congr fun k => Real.sqrt_sq_eq_abs _)
  have hdiff : Tendsto (fun k => x k - x (k + 1)) atTop (𝓝 0) := tendsto_pi_nhds.2 hstep
  -- the error is a fixed linear image of the last change
  have hrep : ∀ k, x k = M⁻¹ *ᵥ b + M⁻¹ *ᵥ (lowerPart M *ᵥ (x k - x (k + 1))) := by
    intro k
    have hk : lowerPart M *ᵥ x (k + 1) = b - upperPart M *ᵥ x k := hx k
    have e : M *ᵥ x k = b + lowerPart M *ᵥ (x k - x (k + 1)) := by
      rw [mulVec_split M (x k), Matrix.mulVec_sub, hk]
      abel
    rw [← Matrix.mulVec_add, ← e, Matrix.mulVec_mulVec, Matrix.nonsing_inv_mul _ hdet,
      Matrix.one_mulVec]
  have hc : Continuous fun v : Fin n → ℝ => M⁻¹ *ᵥ b + M⁻¹ *ᵥ (lowerPart M *ᵥ v) :=
    continuous_const.add (continuous_const.matrix_mulVec
      (continuous_const.matrix_mulVec continuous_id))
  have h := (hc.tendsto 0).comp hdiff
  simp only [Matrix.mulVec_zero, add_zero] at h
  exact h.congr fun k => (hrep k).symm
```

Without positive definiteness, take two components with unit diagonal and coupling $c$. A zero-field sweep takes $(p,q)$ to $(-cq,c^2q)$, so whenever $q\neq0$ the dipoles grow without bound for $|c|>1$ and stay finite without decaying for $|c|=1$.

`posDef_iff_zero_field_decay` makes this a criterion: for symmetric $M$ with positive diagonal, positive definiteness holds exactly when all zero-field runs decay. One direction is the convergence theorem with $b=0$. For the other, suppose $v\neq0$ and $v\cdot Mv\le0$, and start a run at $v$. If it decays, its energies fall monotonically to $E(0)=0$, so none is negative; none exceeds $E(v)\le0$ either. All energies vanish, no sweep releases any, and the positive diagonal forces $x_k=v$ for every $k$ (`hconst`). The limit would be both $v$ and $0$, a contradiction. The criterion needs all starts: in the example above, $q=0$ decays for any $c$.

```lean
/-- For a symmetric matrix with positive diagonal, positive definiteness is equivalent to the
decay of all dipoles to zero in every Gauss-Seidel run without applied field. -/
theorem posDef_iff_zero_field_decay (hM : M.IsSymm) (hd : ∀ i, 0 < M i i) :
    (∀ v, v ≠ 0 → 0 < v ⬝ᵥ M *ᵥ v) ↔ ∀ x, IsRun M 0 x → Tendsto x atTop (𝓝 0) := by
  constructor
  · intro hpos x hx
    have h := gaussSeidel_tendsto hM hpos hx
    rwa [Matrix.mulVec_zero] at h
  · intro h v hv
    by_contra hneg
    obtain ⟨x, hx0, hx⟩ := exists_run (fun i => (hd i).ne') 0 v
    have hanti := energy_antitone hM hd hx
    have hc : Continuous fun w : Fin n → ℝ => energy M 0 w := by
      unfold energy
      simp only [dotProduct, Matrix.mulVec]
      fun_prop
    have hE : Tendsto (fun k => energy M 0 (x k)) atTop (𝓝 0) := by
      have h1 := (hc.tendsto 0).comp (h x hx)
      have h2 : energy M 0 (0 : Fin n → ℝ) = 0 := by simp [energy]
      rw [h2] at h1
      exact h1
    have hlow : ∀ k, 0 ≤ energy M 0 (x k) := fun k => hanti.le_of_tendsto hE k
    have hup : ∀ k, energy M 0 (x k) ≤ 0 := by
      intro k
      have h1 : energy M 0 (x k) ≤ energy M 0 (x 0) := hanti (Nat.zero_le k)
      have h2 : energy M 0 (x 0) = 1 / 2 * (v ⬝ᵥ M *ᵥ v) := by simp [energy, hx0]
      linarith [not_lt.1 hneg]
    -- no energy is released, so the dipoles never move
    have hconst : ∀ k, x k = v := by
      intro k
      induction k with
      | zero => exact hx0
      | succ k ih =>
        rw [← ih]
        have hz : ∑ i, M i i * (x k i - x (k + 1) i) ^ 2 = 0 := by
          linarith [energy_drop hM (hx k), hlow k, hup k, hlow (k + 1), hup (k + 1)]
        ext i
        have hi := (Finset.sum_eq_zero_iff_of_nonneg
          (fun i _ => mul_nonneg (hd i).le (sq_nonneg _))).1 hz i (Finset.mem_univ i)
        rcases mul_eq_zero.1 hi with h1 | h1
        · exact absurd h1 (hd i).ne'
        · linarith [(pow_eq_zero_iff two_ne_zero).1 h1]
    have hlim : Tendsto x atTop (𝓝 v) :=
      tendsto_const_nhds.congr fun k => (hconst k).symm
    exact hv (tendsto_nhds_unique hlim (h x hx))
```

## Diagonal dominance is not among the hypotheses

Diagonal dominance would require each inverse polarisability to outweigh the summed magnitudes of the couplings in its row. Nothing above uses it. The matrix `threeDipoles` describes three sites at the corners of an equilateral triangle, each polarisable only perpendicular to the plane, so that each dipole has one component. (Point dipoles equally polarisable in all directions would, at the same spacing, have a full matrix that is not positive definite.) It has unit diagonal and couplings $\tfrac45$, so each row has couplings summing to $\tfrac85>1$. Still,

$$v\cdot Mv=\tfrac15\sum_iv_i^2+\tfrac45\Big(\sum_iv_i\Big)^2>0\qquad(v\neq0).$$

`threeDipoles_witness` proves symmetry, positive definiteness through this identity, and the violation of dominance in every row. The convergence theorem therefore applies to this matrix.

```lean
/-- An interaction matrix for three dipoles with one component each: unit diagonal and mutual
coupling `4/5`. -/
def threeDipoles : Matrix (Fin 3) (Fin 3) ℝ :=
  !![1, 4/5, 4/5; 4/5, 1, 4/5; 4/5, 4/5, 1]

/-- The three-dipole matrix is symmetric and positive definite, while in every row the
couplings outweigh the diagonal entry. -/
theorem threeDipoles_witness :
    threeDipoles.IsSymm ∧ (∀ v, v ≠ 0 → 0 < v ⬝ᵥ threeDipoles *ᵥ v) ∧
      ∀ i, |threeDipoles i i| < ∑ j ∈ Finset.univ.erase i, |threeDipoles i j| := by
  refine ⟨?_, fun v hv => ?_, fun i => ?_⟩
  · ext i j
    fin_cases i <;> fin_cases j <;> simp [threeDipoles]
  · have e : v ⬝ᵥ threeDipoles *ᵥ v
        = 1 / 5 * (v 0 ^ 2 + v 1 ^ 2 + v 2 ^ 2) + 4 / 5 * (v 0 + v 1 + v 2) ^ 2 := by
      simp [threeDipoles, dotProduct, Matrix.mulVec, Fin.sum_univ_three]
      ring
    obtain ⟨i, hi⟩ := Function.ne_iff.1 hv
    have hi0 : v i ≠ 0 := hi
    have hi2 : 0 < v i ^ 2 := by positivity
    have h1 : v i ^ 2 ≤ ∑ j, v j ^ 2 :=
      Finset.single_le_sum (f := fun j => v j ^ 2) (fun j _ => sq_nonneg _)
        (Finset.mem_univ i)
    rw [Fin.sum_univ_three] at h1
    rw [e]
    linarith [sq_nonneg (v 0 + v 1 + v 2)]
  · have h : |threeDipoles i i| + ∑ j ∈ Finset.univ.erase i, |threeDipoles i j|
        = ∑ j, |threeDipoles i j| :=
      Finset.add_sum_erase _ (fun j => |threeDipoles i j|) (Finset.mem_univ i)
    have h2 : 2 * |threeDipoles i i| < ∑ j, |threeDipoles i j| := by
      rw [Fin.sum_univ_three]
      fin_cases i <;> simp [threeDipoles, abs_of_pos] <;> norm_num [abs_of_pos]
    linarith

end

end GaussSeidelDipoles
```

```lean
#print axioms GaussSeidelDipoles.gaussSeidel_tendsto
#print axioms GaussSeidelDipoles.posDef_iff_zero_field_decay
```

```
'GaussSeidelDipoles.gaussSeidel_tendsto' depends on axioms: [propext, Classical.choice, Quot.sound]
'GaussSeidelDipoles.posDef_iff_zero_field_decay' depends on axioms: [propext, Classical.choice, Quot.sound]
```
